# A space-group operation has a fixed point exactly when its intrinsic translation vanishes

## One map, with its full translation

A space-group operation is treated here as a single map on coordinate vectors,

$$f(x) = R\,x + t,$$

with a real $d \times d$ matrix $R$ and a translation vector $t$. It is not treated as a class of maps that differ by lattice translations. The choice decides what "has a fixed point" means. A twofold rotation about the $z$ axis leaves every point of the axis in place. The same rotation followed by a full lattice translation along $z$ leaves no point in place, although a table of operations modulo the lattice lists the two as one entry.

The only condition on $R$ is that $R^n = I$ for some integer $n \ge 1$. Every rotation, reflection or rotoinversion in a crystallographic point group satisfies it. Orthogonality is not required, so $R$ may be written in fractional coordinates, where the matrix of a threefold rotation in a hexagonal cell is not orthogonal. The exponent $n$ need not be the smallest one that works.

## Screw axes and glide planes

Some operations keep a point in place: proper rotations about an axis, reflections in a plane, inversion. Others, such as screw rotations and glide reflections, move every point. The vector $t$ alone does not tell the two kinds apart, because a shift of the origin changes it. A twofold rotation about an axis that misses the origin has $t \neq 0$ and still fixes all points of that axis.

The quantity that decides is built from

$$N = I + R + R^2 + \dots + R^{n-1}.$$

The vector $Nt/n$ is called the intrinsic translation, or the screw or glide part. Three statements hold when $R^n = I$ and $n \ge 1$:

1. The $n$-th iterate of $f$ is the pure translation $x \mapsto x + Nt$.
2. The map $f$ has a fixed point if and only if $Nt = 0$.
3. The vector $w = Nt/n$ is the only one that satisfies $Rw = w$ and for which $x \mapsto Rx + (t - w)$ has a fixed point.

In the smallest case, $n = 1$, we have $R = I$ and $N = I$. The map is then a translation by $t$, and it has a fixed point only if $t = 0$.

The first statement also constrains Bloch states. If a spinless, non-interacting electron is in a Bloch state of wave vector $\mathbf q$ that is also an eigenstate of the operation with eigenvalue $\lambda$, then $\lambda^n = e^{-i \mathbf q \cdot Nt}$, since $n$ applications amount to a lattice translation by $Nt$. Here the operation acts on wave functions by $\psi \mapsto \psi \circ f^{-1}$, and the dot product is taken in Cartesian coordinates.

## The iterates

Write $N_m = I + R + \dots + R^{m-1}$, with $N_0 = 0$ and $N_n = N$. Multiplying by $R$ raises each power by one, and adding $I$ restores the missing first term:

$$N_{m+1} = R\,N_m + I.$$

The $m$-th iterate is $f^m(x) = R^m x + N_m t$. This is true for $m = 0$, and if it is true for $m$, then

$$f^{m+1}(x) = R\,(R^m x + N_m t) + t = R^{m+1}x + (R N_m + I)\,t = R^{m+1}x + N_{m+1}t.$$

Setting $m = n$ and using $R^n = I$ gives $f^n(x) = x + Nt$.

## The centroid of an orbit

Choose any point $y$ and average its first $n$ images, starting with $y$ itself:

$$c = \frac1n \sum_{m=0}^{n-1} f^m(y).$$

The weights add up to one, so $f$ can be applied term by term:

$$f(c) = \frac1n\sum_{m=0}^{n-1}\bigl(R f^m(y) + t\bigr) = \frac1n\sum_{m=0}^{n-1} f^{m+1}(y) = c + \frac{f^n(y) - y}{n} = c + \frac{Nt}{n}.$$

The shifted sum contains the same points as the original one, except that $y$ has left and $f^n(y)$ has entered. The centroid therefore moves by exactly the intrinsic translation, whatever $y$ was.

Both directions of the criterion follow. If $Nt = 0$, then $f(c) = c$. Conversely, if $f(x) = x$, then $f^n(x) = x$ as well, so $x = x + Nt$ and $Nt = 0$.

## Splitting off the screw part

Suppose that $Rw = w$ and that $x \mapsto Rx + (t - w)$ has a fixed point. The criterion, applied to the translation $t - w$, gives $Nt = Nw$. Each of the $n$ powers in $N$ leaves $w$ unchanged, so $Nw = nw$, and hence $w = Nt/n$.

It remains to check that $w = Nt/n$ has both properties. Writing $N_{n+1}$ in two ways gives $RN + I = N + R^n = N + I$, so $RN = N$ and $Rw = w$. The centroid relation $Rc + t = c + w$, rearranged as $Rc + (t - w) = c$, supplies the fixed point.

For the twofold rotation about $z$, $R = \mathrm{diag}(-1,-1,1)$ and $n = 2$. With components numbered from zero, $N = I + R = \mathrm{diag}(0,0,2)$ and $Nt = (0, 0, 2t_2)$. A fixed point exists exactly when the $z$ component $t_2$ vanishes.

## What each hypothesis prevents

Without $R^n = I$ the criterion fails in one dimension. Take $R = -1$, $t = 1$ and the wrong exponent $n = 1$. The map $x \mapsto -x + 1$ fixes $x = 1/2$, yet $N = 1$ and $Nt = 1 \neq 0$.

Without $n \ge 1$ it fails too. For $n = 0$ the condition $R^0 = I$ is always true and $N$ is an empty sum, so $Nt = 0$ for every $t$. The translation $x \mapsto x + 1$ nevertheless has no fixed point.

## Classifying an operation in a program

A symmetry routine that receives $R$ and $t$ in fractional coordinates can multiply $R$ by itself until the identity appears, adding up the powers on the way. This yields $n$ and $N$ together. It then computes $w = Nt/n$ and tests whether it is zero, exactly if $t$ is stored as fractions and within a tolerance if it is stored in floating point.

Take the twofold rotation above with $t = (\tfrac12, 0, \tfrac12)$. Then $Nt = (0,0,1)$ and $w = (0,0,\tfrac12)$, a screw rotation by half a cell edge. The remaining translation $t - w = (\tfrac12, 0, 0)$ locates the axis: the equation $x = Rx + (t - w)$ gives $x_0 = \tfrac14$, $x_1 = 0$ and $x_2$ arbitrary. The centroid construction finds a point on this axis without solving a singular linear system. Starting from the origin, it averages $(0,0,0)$ and $(\tfrac12,0,\tfrac12)$ to $(\tfrac14, 0, \tfrac14)$.

The result belongs to the stored $t$, not to its class modulo the lattice. Consider the twofold rotation that exchanges $x_0$ and $x_1$ and reverses the sign of $x_2$. With $t = (\tfrac12, \tfrac12, 0)$ it has $w = (\tfrac12, \tfrac12, 0)$ and no fixed point. With $t = (\tfrac12, -\tfrac12, 0)$, which differs only by a lattice vector, it has $w = 0$ and fixes an axis. A program that reduces $t$ to the interval from 0 to 1 must take this into account.

## The statement in Lean

The type `d` is a finite index set for the coordinates, so the dimension is arbitrary but finite. A point or a translation is a function `d → ℝ`, and `R *ᵥ x` is the matrix acting on a column vector. The definitions correspond to the symbols above as follows:

- `seitz R t` is the map $f$, and `(seitz R t)^[m]` is its $m$-fold iterate.
- `rotSum R m` is $N_m$.
- `screwPart R n t` is $Nt/n$.
- `orbitCentroid R n t y` is the centroid $c$.

The hypothesis $R^n = I$ reads `R ^ n = 1`, where `1` is the identity matrix. The theorem `seitz_iterate_order` needs only this hypothesis. The theorems on the centroid, the fixed point and the splitting also assume `1 ≤ n`.

There is no lattice in the file, so nothing requires $R$ to map a lattice to itself or $Nt$ to be a lattice vector. The theorems concern one operation at a time. Whether all operations of a space group, after suitable lattice translations, share a common fixed point is a different question, and the criterion does not settle it.

```lean
import Mathlib

open Matrix

namespace SpaceGroupOperation

noncomputable section

variable {d : Type*} [Fintype d] [DecidableEq d]

/-- The map with linear part `R` and translation part `t`, sending the point `x` to `R x + t`. Every
space-group operation has this form. -/
def seitz (R : Matrix d d ℝ) (t x : d → ℝ) : d → ℝ := R *ᵥ x + t

/-- The sum `I + R + ... + R^(n-1)` of the first `n` powers of the linear part. -/
def rotSum (R : Matrix d d ℝ) (n : ℕ) : Matrix d d ℝ := ∑ k ∈ Finset.range n, R ^ k

/-- The vector `(I + R + ... + R^(n-1)) t / n`, for `n ≥ 1`. When `R^n = I`, it is the intrinsic
(screw or glide) translation of the map `x ↦ R x + t`. -/
def screwPart (R : Matrix d d ℝ) (n : ℕ) (t : d → ℝ) : d → ℝ :=
  (n : ℝ)⁻¹ • (rotSum R n *ᵥ t)

/-- The centroid of the `n` successive images `y, f y, ..., f^(n-1) y` of a point `y`
under the operation `f x = R x + t`, for `n ≥ 1`. -/
def orbitCentroid (R : Matrix d d ℝ) (n : ℕ) (t y : d → ℝ) : d → ℝ :=
  (n : ℝ)⁻¹ • ∑ m ∈ Finset.range n, (seitz R t)^[m] y

/-- Adding one more power: the sum of `m + 1` powers is `R` times the sum of `m` powers,
plus the identity. -/
theorem rotSum_succ (R : Matrix d d ℝ) (m : ℕ) :
    rotSum R (m + 1) = R * rotSum R m + 1 := by
  simp only [rotSum, Finset.sum_range_succ', Finset.mul_sum, pow_succ', pow_zero]

/-- Applying the operation `m` times gives the linear part `R^m` and the translation part
`(I + R + ... + R^(m-1)) t`. -/
theorem seitz_iterate (R : Matrix d d ℝ) (t x : d → ℝ) (m : ℕ) :
    (seitz R t)^[m] x = R ^ m *ᵥ x + rotSum R m *ᵥ t := by
  induction m with
  | zero => simp [rotSum]
  | succ m ih =>
    rw [Function.iterate_succ_apply', ih, rotSum_succ, pow_succ', seitz, Matrix.mulVec_add,
      Matrix.mulVec_mulVec, Matrix.mulVec_mulVec, Matrix.add_mulVec, Matrix.one_mulVec,
      add_assoc]

/-- If `R^n = I`, the `n`-th iterate of the operation is the pure translation by
`(I + R + ... + R^(n-1)) t`. -/
theorem seitz_iterate_order {R : Matrix d d ℝ} {n : ℕ} (hR : R ^ n = 1) (t x : d → ℝ) :
    (seitz R t)^[n] x = x + rotSum R n *ᵥ t := by
  rw [seitz_iterate, hR, Matrix.one_mulVec]

/-- If `R^n = I` with `n ≥ 1`, the operation displaces the centroid of `n` successive
images of any point by exactly the intrinsic translation. -/
theorem seitz_orbitCentroid {R : Matrix d d ℝ} {n : ℕ} (hn : 1 ≤ n) (hR : R ^ n = 1)
    (t y : d → ℝ) :
    seitz R t (orbitCentroid R n t y) = orbitCentroid R n t y + screwPart R n t := by
  have hn' : (n : ℝ) ≠ 0 := by
    have : n ≠ 0 := by omega
    exact_mod_cast this
  -- the sum over the orbit telescopes
  have key : ∀ m : ℕ, R *ᵥ (∑ k ∈ Finset.range m, (seitz R t)^[k] y) + (m : ℝ) • t
      = (∑ k ∈ Finset.range m, (seitz R t)^[k] y) + ((seitz R t)^[m] y - y) := by
    intro m
    induction m with
    | zero => simp
    | succ m ih =>
      have hs : (seitz R t)^[m + 1] y = R *ᵥ ((seitz R t)^[m] y) + t := by
        rw [Function.iterate_succ_apply']
        rfl
      rw [Finset.sum_range_succ, Matrix.mulVec_add, hs]
      push_cast
      linear_combination (norm := module) ih
  have h := key n
  rw [seitz_iterate_order hR] at h
  unfold orbitCentroid screwPart
  calc seitz R t ((n : ℝ)⁻¹ • ∑ m ∈ Finset.range n, (seitz R t)^[m] y)
      = (n : ℝ)⁻¹ • (R *ᵥ (∑ m ∈ Finset.range n, (seitz R t)^[m] y) + (n : ℝ) • t) := by
        rw [smul_add, smul_smul, inv_mul_cancel₀ hn', one_smul, ← Matrix.mulVec_smul]
        rfl
    _ = _ := by
        rw [h]
        module

/-- For `R^n = I` with `n ≥ 1`, the operation `x ↦ R x + t` has a fixed point if and only
if `(I + R + ... + R^(n-1)) t = 0`. -/
theorem exists_fixedPoint_iff {R : Matrix d d ℝ} {n : ℕ} (hn : 1 ≤ n) (hR : R ^ n = 1)
    (t : d → ℝ) : (∃ x, seitz R t x = x) ↔ rotSum R n *ᵥ t = 0 := by
  constructor
  · rintro ⟨x, hx⟩
    -- a fixed point is also fixed by the n-th iterate, a pure translation
    have h := seitz_iterate_order hR t x
    rw [Function.iterate_fixed hx n] at h
    linear_combination (norm := module) (-1 : ℝ) • h
  · intro h
    -- the centroid of the orbit of the origin does not move
    refine ⟨orbitCentroid R n t 0, ?_⟩
    rw [seitz_orbitCentroid hn hR, screwPart, h, smul_zero, add_zero]

/-- For `R^n = I` with `n ≥ 1`, the intrinsic translation is the only vector `w` that is
invariant under `R` and for which `x ↦ R x + (t - w)` has a fixed point. -/
theorem screwPart_unique {R : Matrix d d ℝ} {n : ℕ} (hn : 1 ≤ n) (hR : R ^ n = 1)
    (t w : d → ℝ) :
    (R *ᵥ w = w ∧ ∃ x, seitz R (t - w) x = x) ↔ w = screwPart R n t := by
  have hn' : (n : ℝ) ≠ 0 := by
    have : n ≠ 0 := by omega
    exact_mod_cast this
  constructor
  · rintro ⟨hw, hx⟩
    -- on an invariant vector the sum of powers acts as multiplication by n
    have hN : ∀ m : ℕ, rotSum R m *ᵥ w = (m : ℝ) • w := by
      intro m
      induction m with
      | zero => simp [rotSum]
      | succ m ih =>
        rw [rotSum_succ, Matrix.add_mulVec, Matrix.one_mulVec, ← Matrix.mulVec_mulVec, ih,
          Matrix.mulVec_smul, hw]
        push_cast
        module
    have h := (exists_fixedPoint_iff hn hR (t - w)).mp hx
    rw [Matrix.mulVec_sub, hN, sub_eq_zero] at h
    rw [screwPart, h, smul_smul, inv_mul_cancel₀ hn', one_smul]
  · rintro rfl
    constructor
    · -- multiplication by R only permutes the powers in the sum
      have h := rotSum_succ R n
      have h2 : rotSum R (n + 1) = rotSum R n + R ^ n := Finset.sum_range_succ _ _
      rw [h2, hR] at h
      have h3 : R * rotSum R n = rotSum R n := (add_right_cancel h).symm
      rw [screwPart, Matrix.mulVec_smul, Matrix.mulVec_mulVec, h3]
    · refine ⟨orbitCentroid R n t 0, ?_⟩
      have h := seitz_orbitCentroid hn hR t 0
      unfold seitz at h ⊢
      linear_combination (norm := module) h

/-- The twofold rotation about the `z` axis. -/
def twofoldZ : Matrix (Fin 3) (Fin 3) ℝ := !![-1, 0, 0; 0, -1, 0; 0, 0, 1]

/-- The twofold rotation about `z` squares to the identity, and combined with a translation
`t` it has a fixed point if and only if the `z` component of `t` vanishes. -/
theorem twofoldZ_witness :
    twofoldZ ^ 2 = 1 ∧ ∀ t : Fin 3 → ℝ, (∃ x, seitz twofoldZ t x = x) ↔ t 2 = 0 := by
  have hR : twofoldZ ^ 2 = 1 := by
    rw [pow_two]
    ext i j
    fin_cases i <;> fin_cases j <;> simp [twofoldZ, Matrix.mul_apply, Fin.sum_univ_three]
  refine ⟨hR, fun t => ?_⟩
  have hN : rotSum twofoldZ 2 *ᵥ t = ![0, 0, 2 * t 2] := by
    have h2 : rotSum twofoldZ 2 = 1 + twofoldZ := by
      simp [rotSum, Finset.sum_range_succ]
    rw [h2, Matrix.add_mulVec, Matrix.one_mulVec]
    ext i
    fin_cases i <;> simp [twofoldZ, dotProduct, Fin.sum_univ_three]
    ring
  rw [exists_fixedPoint_iff (by norm_num) hR, hN]
  constructor
  · intro h
    have h2 := congrFun h 2
    simpa using h2
  · intro h
    ext i
    fin_cases i <;> simp [h]

end

end SpaceGroupOperation
```

```lean
#print axioms SpaceGroupOperation.exists_fixedPoint_iff
#print axioms SpaceGroupOperation.screwPart_unique
```

```
'SpaceGroupOperation.exists_fixedPoint_iff' depends on axioms: [propext, Classical.choice, Quot.sound]
'SpaceGroupOperation.screwPart_unique' depends on axioms: [propext, Classical.choice, Quot.sound]
```

## How the proof follows the derivation

The lemma `rotSum_succ` is the recursion $N_{m+1} = RN_m + I$. It splits off the zeroth power of the sum and takes one factor $R$ out of all the others. The lemma `seitz_iterate` is the induction for the iterates: `Function.iterate_succ_apply'` exposes the outermost application of $f$, the induction hypothesis replaces the inner part, and the recursion collects the translation terms. Inserting `hR` then gives `seitz_iterate_order`.

In `seitz_orbitCentroid` the telescoping is first proved without division. With $S_m = \sum_{k<m} f^k(y)$, the auxiliary statement `key` says

$$R\,S_m + m\,t = S_m + \bigl(f^m(y) - y\bigr)$$

for every $m$, by induction. In the induction step, `linear_combination (norm := module) ih` checks that the new identity differs from the old one only by terms that cancel under the vector-space rules. The proof then sets $m = n$, and the `calc` block divides by $n$, which is where `1 ≤ n` enters.

The two halves of `exists_fixedPoint_iff` are the two directions of the argument by hand. For the first, `Function.iterate_fixed` turns a fixed point of $f$ into a fixed point of $f^n$, and comparison with the pure translation leaves $Nt = 0$. For the second, the proof names the fixed point explicitly: it is `orbitCentroid R n t 0`, the centroid of the orbit of the origin.

The theorem `screwPart_unique` is an equivalence, so it contains both uniqueness and existence. In the forward direction, `hN` proves $N_m w = m w$ for an invariant vector by induction, and the fixed-point criterion for $t - w$ does the rest. In the backward direction, `h3` is the identity $RN = N$, obtained by cancelling $I$ from the two expressions for $N_{n+1}$. The final `linear_combination` moves $w$ to the other side of the centroid relation.

Finally, `twofoldZ_witness` checks $R^2 = I$ entry by entry, computes $Nt$ as `![0, 0, 2 * t 2]`, and applies the general criterion. The component `t 2` is the $z$ component, since `Fin 3` counts from zero.
